# The commutator of projected operators omits the paths through the discarded space

A truncated model can be written with small matrices or with full-size operators that vanish outside the model space. The second description is used here: the model space is an element p of a ring with p² = p, and the operator x becomes pxp, which stays in the same ring. Products of projected and unprojected operators then make sense without a change of basis. Parts (a) to (c) hold in any ring; from part (d) on, the operators are finite complex matrices.

```lean
import Mathlib

open Matrix
open scoped ComplexOrder

namespace ProjectedLengthVelocity

noncomputable section

section Algebra

variable {R : Type*} [Ring R]
```

The commutator is [x, y] = xy − yx.

```lean
/-- The commutator of two operators. -/
def comm (x y : R) : R := x * y - y * x
```

The projected operator pxp is called `compress p x`.

```lean
/-- The operator `x` projected on both sides by `p`. -/
def compress (p x : R) : R := p * x * p
```

Write q = 1 − p for the projector onto the discarded space. The leakage L(h, a) = phqap − paqhp collects the products that leave the model space and return to it.

```lean
/-- The difference of the two products of `h` and `a` that pass through the complement `1 - p`
between two factors `p`. -/
def leakage (p h a : R) : R := p * h * (1 - p) * a * p - p * a * (1 - p) * h * p
```

## (a) Projecting before or after taking the commutator

For p² = p and any h and a, show that

p[h, a]p − [php, pap] = L(h, a).

**Solution.** Since pp = p, the product (php)(pap) is phpap. The terms in which h stands first therefore give

phap − phpap = ph(1 − p)ap = phqap.

Exchanging h and a gives paqhp for the other order, and subtraction gives L(h, a). In the proof, `merge` joins the adjacent projectors and `noncomm_ring` does the remaining expansion without reordering factors.

```lean
/-- The projected commutator differs from the commutator of the projected operators by the
leakage through the complementary space. -/
theorem compress_comm_sub_comm_compress {p : R} (hp : p * p = p) (h a : R) :
    compress p (comm h a) - comm (compress p h) (compress p a) = leakage p h a := by
  -- two adjacent projectors merge into one
  have merge : ∀ x y : R, p * x * p * (p * y * p) = p * x * p * y * p := by
    intro x y
    calc p * x * p * (p * y * p) = p * x * (p * p) * y * p := by simp only [mul_assoc]
      _ = p * x * p * y * p := by rw [hp]
  unfold compress comm leakage
  rw [merge, merge]
  noncomm_ring
```

## (b) A projector that commutes with one of the operators

Let p² = p, and let p commute with h or with a. Show that

p[h, a]p = [php, pap].

**Solution.** If ph = hp, then phq = hpq = 0 and qhp = qph = 0. Each term of L(h, a) contains one of these blocks, so the leakage vanishes. If p commutes with a instead, the blocks paq and qap vanish, with the same result. The step `block` proves both zeros for any operator that commutes with p.

```lean
/-- Projection preserves the commutator of `h` and `a` if the projector commutes with
`h` or with `a`. -/
theorem compress_comm_of_commute {p h a : R} (hp : p * p = p)
    (hc : p * h = h * p ∨ p * a = a * p) :
    compress p (comm h a) = comm (compress p h) (compress p a) := by
  -- an operator commuting with `p` has no block between the two spaces
  have block : ∀ x : R, p * x = x * p → p * x * (1 - p) = 0 ∧ (1 - p) * x * p = 0 := by
    intro x hx
    constructor
    · rw [hx, mul_assoc, mul_sub, mul_one, hp, sub_self, mul_zero]
    · rw [mul_assoc, ← hx, ← mul_assoc, sub_mul, one_mul, hp, sub_self, zero_mul]
  have regroup : ∀ x y : R, p * x * (1 - p) * y * p = p * x * ((1 - p) * y * p) := by
    intro x y
    simp only [mul_assoc]
  rw [← sub_eq_zero, compress_comm_sub_comm_compress hp, leakage]
  rcases hc with hc | hc
  · obtain ⟨h1, h2⟩ := block h hc
    rw [regroup a h, h1, h2]
    simp
  · obtain ⟨h1, h2⟩ := block a hc
    rw [regroup h a, h1, h2]
    simp
```

## (c) An operator that exposes the coupling

For p² = p, show that

L(h, qhp − phq) = 2(phq)(qhp).

**Solution.** Use pq = qp = 0. The first term of the leakage is

phq(qhp − phq)p = (phq)(qhp),

and the second, before its minus sign, is

p(qhp − phq)qhp = −(phq)(qhp).

Their difference is the claim. These two lines are `e1` and `e2`; Lean writes the factor 2 as a sum of two equal terms.

```lean
/-- The leakage for the test operator `qhp - phq`, with `q = 1 - p`, is twice the product
of the two coupling blocks of `h`. -/
theorem leakage_coupling {p : R} (hp : p * p = p) (h : R) :
    leakage p h ((1 - p) * h * p - p * h * (1 - p)) =
      p * h * (1 - p) * ((1 - p) * h * p) + p * h * (1 - p) * ((1 - p) * h * p) := by
  have hqp : (1 - p) * p = 0 := by rw [sub_mul, one_mul, hp, sub_self]
  have hpq : p * (1 - p) = 0 := by rw [mul_sub, mul_one, hp, sub_self]
  unfold leakage
  generalize 1 - p = q at *
  have e1 : p * h * q * (q * h * p - p * h * q) * p = p * h * q * (q * h * p) := by
    calc _ = p * h * q * (q * h * (p * p)) - p * h * (q * p) * h * (q * p) := by
          simp only [mul_sub, sub_mul, mul_assoc]
      _ = _ := by rw [hp, hqp]; simp
  have e2 : p * (q * h * p - p * h * q) * q * h * p = -(p * h * q * (q * h * p)) := by
    calc _ = (p * q) * h * (p * q) * h * p - (p * p) * h * q * (q * h * p) := by
          simp only [mul_sub, sub_mul, mul_assoc]
      _ = _ := by rw [hp, hpq]; simp
  rw [e1, e2, sub_neg_eq_add]

end Algebra
```

## (d) Preserving the commutator with every observable

Let p and h be Hermitian matrices with p² = p. Show that

p[h, a]p = [php, pap] for every Hermitian a ⇔ ph = hp.

**Solution.** Part (b) gives the direction from right to left. For the other, put c = qhp, so that c† = phq, and choose the Hermitian matrix a = i(c − c†). By (a) and (c), and because L is linear in a,

0 = L(h, a) = 2i c†c.

Each diagonal entry of c†c is a sum of squared moduli from one column of c, so c = 0. Then hp = php, and the adjoint gives ph = php, hence ph = hp.

In Lean, `herm` shows that the test matrix is Hermitian, and `conjTranspose_mul_self_eq_zero` is the step from c†c = 0 to c = 0. The condition covers all Hermitian a: agreement for a single observable does not imply that p commutes with h.

```lean
section Matrices

variable {n : Type*} [Fintype n] [DecidableEq n]

/-- For a Hermitian Hamiltonian and an orthogonal projector, projection preserves the commutator
of the Hamiltonian with every Hermitian observable exactly when the projector commutes with
the Hamiltonian. -/
theorem compress_comm_forall_iff {p h : Matrix n n ℂ} (hp : p * p = p)
    (hP : p.IsHermitian) (hH : h.IsHermitian) :
    (∀ a : Matrix n n ℂ, a.IsHermitian →
      compress p (comm h a) = comm (compress p h) (compress p a)) ↔ p * h = h * p := by
  refine ⟨fun hall => ?_, fun hc a _ => compress_comm_of_commute hp (Or.inl hc)⟩
  have hadj : ((1 - p) * h * p)ᴴ = p * h * (1 - p) := by
    rw [conjTranspose_mul, conjTranspose_mul, conjTranspose_sub, conjTranspose_one,
      hP.eq, hH.eq, mul_assoc]
  have herm : ∀ c : Matrix n n ℂ, (Complex.I • (c - cᴴ)).IsHermitian := by
    intro c
    unfold Matrix.IsHermitian
    rw [conjTranspose_smul, conjTranspose_sub, conjTranspose_conjTranspose,
      show star Complex.I = -Complex.I from Complex.conj_I]
    module
  -- test the assumption on the Hermitian observable i(qhp - phq)
  have h0 := hall _ (herm ((1 - p) * h * p))
  rw [← sub_eq_zero, compress_comm_sub_comm_compress hp, hadj] at h0
  have hs : ∀ b : Matrix n n ℂ, leakage p h (Complex.I • b) = Complex.I • leakage p h b := by
    intro b
    simp only [leakage, Matrix.mul_smul, Matrix.smul_mul, smul_sub]
  rw [hs] at h0
  have h1 : leakage p h ((1 - p) * h * p - p * h * (1 - p)) = 0 := by
    have := congrArg (fun M => (-Complex.I) • M) h0
    simpa [smul_smul] using this
  rw [leakage_coupling hp, ← hadj] at h1
  have h2 : ((1 - p) * h * p)ᴴ * ((1 - p) * h * p) = 0 := by
    ext i j
    have e := congrFun (congrFun h1 i) j
    rw [Matrix.add_apply, Matrix.zero_apply] at e
    rw [Matrix.zero_apply]
    linear_combination e / 2
  -- the coupling block and its adjoint vanish
  have h3 : (1 - p) * h * p = 0 := conjTranspose_mul_self_eq_zero.mp h2
  have h4 : p * h * (1 - p) = 0 := by rw [← hadj, h3, conjTranspose_zero]
  rw [sub_mul, sub_mul, one_mul, sub_eq_zero] at h3
  rw [mul_sub, mul_one, sub_eq_zero] at h4
  rw [h4, h3]
```

## (e) A Hermitian operator next to its eigenstate

The matrix element ⟨u|M|v⟩ is `element u M v`, with the left vector conjugated. Neither vector has to be normalised.

```lean
omit [DecidableEq n] in
/-- The matrix element of the operator `M` between the states `u` and `v`. -/
def element (u : n → ℂ) (M : Matrix n n ℂ) (v : n → ℂ) : ℂ := star u ⬝ᵥ (M *ᵥ v)
```

In units with ħ = 1, the velocity operator belonging to x is i[h, x], built from the full h.

```lean
/-- The matrix element of the velocity operator `i[h, x]` between `u` and `v`. -/
def velocityElement (h x : Matrix n n ℂ) (u v : n → ℂ) : ℂ :=
  Complex.I * element u (comm h x) v
```

For Hermitian A with Au = Eu and E real, show that

⟨u|AM|v⟩ = E⟨u|M|v⟩.

**Solution.** Taking the adjoint of Au = Eu gives u†A = Eu†, because A† = A and E is real. Multiply by Mv from the right. The adjoint equation is `hl` in the proof.

```lean
omit [DecidableEq n] in
/-- A Hermitian operator next to its eigenstate on the left of a matrix element gives
the eigenvalue. -/
theorem element_mul_left {A : Matrix n n ℂ} (hA : A.IsHermitian) {u : n → ℂ} {E : ℝ}
    (hu : A *ᵥ u = (E : ℂ) • u) (M : Matrix n n ℂ) (v : n → ℂ) :
    element u (A * M) v = E * element u M v := by
  have hl : star u ᵥ* A = (E : ℂ) • star u := by
    have h1 := Matrix.star_mulVec A u
    rw [hA.eq, hu] at h1
    rw [← h1]
    ext i
    simp [mul_comm]
  unfold element
  rw [← Matrix.mulVec_mulVec, Matrix.dotProduct_mulVec, hl, smul_dotProduct, smul_eq_mul]
```

## (f) Velocity form against length form

Let p and h be Hermitian, with pu = u, pv = v, (php)u = Eu and (php)v = Fv for real E and F. Show that

i⟨u|[h, x]|v⟩ − i(E − F)⟨u|x|v⟩ = i⟨u|L(h, x)|v⟩.

**Solution.** Insert p beside both states and 1 = p + q between the operators:

⟨u|hx|v⟩ = ⟨u|(php)xp|v⟩ + ⟨u|phqxp|v⟩ = E⟨u|x|v⟩ + ⟨u|phqxp|v⟩

⟨u|xh|v⟩ = ⟨u|px(php)|v⟩ + ⟨u|pxqhp|v⟩ = F⟨u|x|v⟩ + ⟨u|pxqhp|v⟩

Subtract and multiply by i. The condition p² = p was not used, and the theorem does not assume it; x may be any matrix.

In Lean, `split` is the operator identity behind the two lines, `left` and `right` remove p beside the states, and part (e) and `energy` supply the eigenvalues.

For transition moments in a truncated basis, this identifies the difference between the two forms when h and x are matrices in a larger finite reference basis. If the first m basis vectors of an orthonormal reference basis are kept, the nonzero block of the leakage in NumPy notation is

`H[:m, m:] @ X[m:, :m] - X[:m, m:] @ H[m:, :m]`

Sandwiched between eigenvectors of `H[:m, :m]` and multiplied by i, it gives the velocity value minus the length value. The velocity value here is the element of i(HX − XH), formed with the full reference matrices. Gradient integrals can give a different value, because the reference basis is itself incomplete or because the Hamiltonian contains a nonlocal potential that does not commute with x.

```lean
/-- Let a Hermitian `p` leave `u` and `v` unchanged, and let these be eigenstates of `php` with
energies `E` and `F`. The velocity element minus the length form `i(E - F)⟨u|x|v⟩` is `i` times
the matrix element of the leakage. -/
theorem velocity_sub_length {p h : Matrix n n ℂ} (hP : p.IsHermitian) (hH : h.IsHermitian)
    (x : Matrix n n ℂ) {u v : n → ℂ} {E F : ℝ} (hpu : p *ᵥ u = u) (hpv : p *ᵥ v = v)
    (hu : compress p h *ᵥ u = (E : ℂ) • u) (hv : compress p h *ᵥ v = (F : ℂ) • v) :
    velocityElement h x u v - Complex.I * (E - F) * element u x v =
      Complex.I * element u (leakage p h x) v := by
  have hC : (compress p h).IsHermitian := by
    unfold Matrix.IsHermitian compress
    rw [conjTranspose_mul, conjTranspose_mul, hP.eq, hH.eq, mul_assoc]
  have left : ∀ M, element u (p * M) v = element u M v := by
    intro M
    have := element_mul_left hP (u := u) (E := 1) (by simp [hpu]) M v
    simpa using this
  have right : ∀ M, element u (M * p) v = element u M v := by
    intro M
    unfold element
    rw [← Matrix.mulVec_mulVec, hpv]
  have energy : element u (x * compress p h) v = F * element u x v := by
    unfold element
    rw [← Matrix.mulVec_mulVec, hv, Matrix.mulVec_smul, dotProduct_smul, smul_eq_mul]
  have sub : ∀ M N, element u (M - N) v = element u M v - element u N v := by
    intro M N
    unfold element
    rw [Matrix.sub_mulVec, dotProduct_sub]
  -- split the identity between the operators into p and 1 - p
  have split : leakage p h x =
      p * (comm h x * p) - (compress p h * (x * p) - p * (x * compress p h)) := by
    unfold leakage comm compress
    noncomm_ring
  rw [split, sub, sub, left, right, left, element_mul_left hC hu, right, energy]
  unfold velocityElement
  ring

end Matrices
```

## (g) Two levels, one of them kept

Keep the first of two levels. The projector has rows (1, 0) and (0, 0).

```lean
/-- The projector onto the first of two levels. -/
def levelP : Matrix (Fin 2) (Fin 2) ℂ := !![1, 0; 0, 0]
```

The Hamiltonian has rows (1, 1) and (1, 3), so the levels are coupled.

```lean
/-- A two-level Hamiltonian with coupling between the levels. -/
def levelH : Matrix (Fin 2) (Fin 2) ℂ := !![1, 1; 1, 3]
```

The observable has rows (0, −i) and (i, 0). It is a general Hermitian observable, not a position operator in real orbitals.

```lean
/-- A Hermitian observable that connects the two levels. -/
def levelX : Matrix (Fin 2) (Fin 2) ℂ := !![0, -Complex.I; Complex.I, 0]
```

For u = v = (1, 0), check the hypotheses of (f) and show that

i⟨u|[h, x]|u⟩ = −2.

**Solution.** The three matrices are Hermitian, p² = p and pu = u. The projected Hamiltonian has the single nonzero entry 1, so (php)u = u and E = F = 1. The length form is therefore 0. The commutator element is

h₁₂x₂₁ − x₁₂h₂₁ = i − (−i) = 2i,

and multiplication by i gives −2. The whole velocity element comes from the discarded level. Lean checks the hypotheses and the value −2 entry by entry.

```lean
/-- In the two-level model the first level is an eigenstate of the projected Hamiltonian with
energy 1, and the velocity element of this state with itself is -2. -/
theorem velocity_sub_length_witness :
    levelP * levelP = levelP ∧ levelP.IsHermitian ∧ levelH.IsHermitian ∧ levelX.IsHermitian ∧
    levelP *ᵥ ![1, 0] = ![1, 0] ∧
    compress levelP levelH *ᵥ ![1, 0] = ((1 : ℝ) : ℂ) • ![1, 0] ∧
    velocityElement levelH levelX ![1, 0] ![1, 0] = -2 := by
  refine ⟨?_, ?_, ?_, ?_, ?_, ?_, ?_⟩
  · ext i j
    fin_cases i <;> fin_cases j <;> simp [levelP, Matrix.mul_apply, Fin.sum_univ_succ]
  · exact Matrix.IsHermitian.ext fun i j => by
      fin_cases i <;> fin_cases j <;> simp [levelP]
  · exact Matrix.IsHermitian.ext fun i j => by
      fin_cases i <;> fin_cases j <;> simp [levelH]
  · exact Matrix.IsHermitian.ext fun i j => by
      fin_cases i <;> fin_cases j <;> simp [levelX]
  · ext i
    fin_cases i <;> simp [levelP, Matrix.mulVec, dotProduct, Fin.sum_univ_succ]
  · ext i
    fin_cases i <;> simp [compress, levelP, levelH, Matrix.mulVec, dotProduct,
      Matrix.mul_apply, Fin.sum_univ_succ]
  · norm_num [velocityElement, element, comm, levelH, levelX, Matrix.mulVec, dotProduct,
      Matrix.mul_apply, Fin.sum_univ_succ, Complex.ext_iff]

end

end ProjectedLengthVelocity
```

```lean
#print axioms ProjectedLengthVelocity.compress_comm_sub_comm_compress
#print axioms ProjectedLengthVelocity.compress_comm_forall_iff
#print axioms ProjectedLengthVelocity.velocity_sub_length
```

```
'ProjectedLengthVelocity.compress_comm_sub_comm_compress' depends on axioms: [propext]
'ProjectedLengthVelocity.compress_comm_forall_iff' depends on axioms: [propext, Classical.choice, Quot.sound]
'ProjectedLengthVelocity.velocity_sub_length' depends on axioms: [propext, Classical.choice, Quot.sound]
```
